# When two-point X⁻³ extrapolation of an exponentially convergent energy is worse than the raw energy

The theorem `worse_than_raw_iff` concerns model energies that follow E + a exp(−bX) exactly, with a > 0, b ≥ 0 and the cardinal number X taken as a real number, at least 1. The two-point X⁻³ formula is applied to the energies at X − 1 and X. The theorem states that the result lies strictly farther from E (the limit of the sequence when b > 0) than the raw energy at X does exactly when 2X³ < (1 + exp b)(X − 1)³. The proof writes the extrapolation error as the raw error a exp(−bX) times an amplification factor, and then tries to reduce the claim to that factor having modulus greater than one.

The failing Lean file:

```lean
import Mathlib

open Filter Topology

namespace WorseThanRawIff

noncomputable section

/-- The Hartree-Fock-like energy `E + a exp(-bX)` at cardinal number `X`. -/
def hfEnergy (E a b X : ℝ) : ℝ := E + a * Real.exp (-b * X)

/-- The two-point `X⁻³` extrapolation of the energies `F` at `X - 1` and `X`. -/
def extrapolateCubic (F : ℝ → ℝ) (X : ℝ) : ℝ :=
  (X ^ 3 * F X - (X - 1) ^ 3 * F (X - 1)) / (X ^ 3 - (X - 1) ^ 3)

/-- The signed error `D(X)` of the `X⁻³` formula applied to the exponential sequence:
extrapolated energy minus the limit `E`. -/
def extrapolationError (E a b X : ℝ) : ℝ :=
  extrapolateCubic (hfEnergy E a b) X - E

/-- The denominator of the two-point formula is positive for every real `X`. -/
theorem gap_pos (X : ℝ) : 0 < X ^ 3 - (X - 1) ^ 3 := by
  nlinarith [sq_nonneg (2 * X - 1)]

/-- The error of the extrapolated energy is the raw error `a exp(-bX)` times an explicit
amplification factor. -/
theorem extrapolationError_eq (E a b X : ℝ) :
    extrapolationError E a b X = a * Real.exp (-b * X) *
      ((X ^ 3 - Real.exp b * (X - 1) ^ 3) / (X ^ 3 - (X - 1) ^ 3)) := by
  have hd := (gap_pos X).ne'
  -- one step down in cardinal number multiplies the raw error by `exp b`
  have he : Real.exp (-b * (X - 1)) = Real.exp b * Real.exp (-b * X) := by
    rw [← Real.exp_add]
    congr 1
    ring
  unfold extrapolationError extrapolateCubic hfEnergy
  rw [he, sub_eq_iff_eq_add, div_eq_iff hd, add_mul, ← mul_div_assoc,
    div_mul_cancel₀ _ hd]
  ring

/-- For `a > 0`, `b ≥ 0` and `X ≥ 1`, the extrapolated energy is farther from the limit than
the raw energy at `X` exactly when `2X³ < (1 + exp b) (X - 1)³`. -/
theorem worse_than_raw_iff {a b X : ℝ} (ha : 0 < a) (hb : 0 ≤ b) (hX : 1 ≤ X) (E : ℝ) :
    |hfEnergy E a b X - E| < |extrapolationError E a b X| ↔
      2 * X ^ 3 < (1 + Real.exp b) * (X - 1) ^ 3 := by
  have hp : 0 < a * Real.exp (-b * X) := mul_pos ha (Real.exp_pos _)
  have hd := gap_pos X
  have hr : hfEnergy E a b X - E = a * Real.exp (-b * X) := by
    unfold hfEnergy
    ring
  have h1 : (X - 1) ^ 3 ≤ Real.exp b * (X - 1) ^ 3 :=
    le_mul_of_one_le_left (pow_nonneg (sub_nonneg.2 hX) 3) (Real.one_le_exp hb)
  -- compare the modulus of the amplification factor with one
  rw [hr, extrapolationError_eq, abs_mul, abs_of_pos hp, lt_mul_iff_one_lt_right hp,
    abs_div, abs_of_pos hd, one_lt_div hd, lt_abs]
  constructor
  · rintro (h | h) <;> linarith
  · intro h
    right
    linarith

end

end WorseThanRawIff
```

The compiler's answer:

```
Main.lean:54:42: error: Tactic `rewrite` failed: Did not find an occurrence of the pattern
  |a * Real.exp (-b * X)|
in the target expression
  |a| * |Real.exp (-b * X)| < |a * Real.exp (-b * X) * ((X ^ 3 - Real.exp b * (X - 1) ^ 3) / (X ^ 3 - (X - 1) ^ 3))| ↔
    2 * X ^ 3 < (1 + Real.exp b) * (X - 1) ^ 3

a b X : ℝ
ha : 0 < a
hb : 0 ≤ b
hX : 1 ≤ X
E : ℝ
hp : 0 < a * Real.exp (-b * X)
hd : 0 < X ^ 3 - (X - 1) ^ 3
hr : hfEnergy E a b X - E = a * Real.exp (-b * X)
h1 : (X - 1) ^ 3 ≤ Real.exp b * (X - 1) ^ 3
⊢ |a| * |Real.exp (-b * X)| < |a * Real.exp (-b * X) * ((X ^ 3 - Real.exp b * (X - 1) ^ 3) / (X ^ 3 - (X - 1) ^ 3))| ↔
    2 * X ^ 3 < (1 + Real.exp b) * (X - 1) ^ 3
```

After these edits no error is left:

```diff
@@ -52,6 +52,6 @@
     le_mul_of_one_le_left (pow_nonneg (sub_nonneg.2 hX) 3) (Real.one_le_exp hb)
   -- compare the modulus of the amplification factor with one
-  rw [hr, extrapolationError_eq, abs_mul, abs_of_pos hp, lt_mul_iff_one_lt_right hp,
-    abs_div, abs_of_pos hd, one_lt_div hd, lt_abs]
+  rw [hr, abs_of_pos hp, extrapolationError_eq, abs_mul, abs_of_pos hp,
+    lt_mul_iff_one_lt_right hp, abs_div, abs_of_pos hd, one_lt_div hd, lt_abs]
   constructor
   · rintro (h | h) <;> linarith
```

The message says that `abs_of_pos hp` found no `|a * Real.exp (-b * X)|` to rewrite. That term had been there, as the left side of the inequality, until `abs_mul` split it into `|a| * |Real.exp (-b * X)|`.

The step was meant for the right side, where the modulus of the raw error times the amplification factor had to be split. But `rw` fixes the variables of a lemma at the first match it finds, and then rewrites only instances of that same expression. Here the first match was the left side, so the right side stayed whole.

The repair puts an `abs_of_pos hp` straight after `hr`, which removes the modulus on the left while it is still intact. `abs_mul` then has only the right side to split, and this produces a new `|a * Real.exp (-b * X)|` there. The second `abs_of_pos hp` removes that one, leaving the common positive factor on both sides in the form that `lt_mul_iff_one_lt_right hp` needs. The moved line break is mere tidying.
